# The Langreth collision term $(XY)^<-(YX)^<$ is self-adjoint for factors with the Hermitian symmetry of Green's functions

## The modelling choice

A two-time function $X_{ij}(t,t')$ enters the real-time Kadanoff–Baym equations through products that integrate over an intermediate time and sum over an intermediate orbital,
$$(ab)_{ij}(t,t')=\sum_k\int ds\; a_{ik}(t,s)\,b_{kj}(s,t').$$
A formal statement has to decide how much of this to keep. Here times, integrals and the contour are all dropped: the components $X^R,X^A,X^<$ are elements of an arbitrary ring `A`, and the ring product stands for the convolution above. The Langreth rules in their usual sense include the derivation of the real-time components from a contour integral, the terms on the imaginary-time branch and the rules for pointwise products in time; here the convolution rules on the two real-time branches are taken as a definition and their algebraic consequences are proved.

The main consequence is that, for $X$ and $Y$ with $X^A=(X^R)^\dagger$, $(X^<)^\dagger=-X^<$ and likewise for $Y$,
$$\big((XY)^<\big)^\dagger=-(YX)^<,$$
so that $C=(XY)^<-(YX)^<$ satisfies $C^\dagger=C$. With initial correlations neglected, the fermionic density matrix $\rho=-iG^<(t,t)$ obeys $\dot\rho=-i[h,\rho]-C(t,t)$ for $X=\Sigma$ (the self-energy), $Y=G$ and $\hbar=1$, with $h$ the Hermitian one-particle Hamiltonian, and a Hermitian $C$ is what allows this equation to keep $\rho$ Hermitian. That equation, the links to time-dependent kernels and the counter-examples given below are calculations by hand; Lean checks only the theorems displayed.

```lean
import Mathlib

open scoped Matrix

namespace LangrethRules
```

A contour function is a triple `ret`, `adv`, `les` with no relation imposed among the three. In particular causality, $X^R(t,t')=0$ for $t<t'$, is not part of the model, and no proof needs it.

```lean
/-- A contour function given by its retarded, advanced and lesser real-time components, each an
element of a ring whose product stands for convolution in time and orbital indices. -/
@[ext]
structure Contour (A : Type*) where
  ret : A
  adv : A
  les : A
```

The identity $X^R-X^A=X^>-X^<$ is turned into the definition of the greater component.

```lean
variable {A : Type*} [Ring A]

/-- The greater component `X^> = X^< + X^R - X^A`. -/
def Contour.gtr (X : Contour A) : A := X.les + X.ret - X.adv
```

The lesser rule comes from placing $t$ on the forward and $t'$ on the backward branch. The intermediate time runs over both branches, the second with a minus sign, which gives $(XY)^<=X^{T}Y^<-X^<Y^{\bar T}$. The time-ordered and anti-time-ordered parts are $X^T=X^<+X^R$ and $Y^{\bar T}=Y^<-Y^A$. The two terms $X^<Y^<$ cancel and leave
$$(XY)^<=X^RY^<+X^<Y^A .$$
This formula, with $(XY)^R=X^RY^R$ and $(XY)^A=X^AY^A$, is `langreth`.

```lean
/-- The Langreth product: `(XY)^R = X^R Y^R`, `(XY)^A = X^A Y^A` and
`(XY)^< = X^R Y^< + X^< Y^A`. -/
def langreth (X Y : Contour A) : Contour A where
  ret := X.ret * Y.ret
  adv := X.adv * Y.adv
  les := X.ret * Y.les + X.les * Y.adv
```

The unit `1` of the ring plays the part of $\delta_{ij}\,\delta(t-t')$. It gives the empty product `contourDelta`, from which `chain` builds $X_1(X_2(\cdots X_n))$. The element `collision X Y` is the full two-time object $C$; its equal-time block is not singled out.

```lean
/-- The contour delta function: unit retarded and advanced parts, zero lesser part. -/
def contourDelta : Contour A where
  ret := 1
  adv := 1
  les := 0

/-- The Langreth product `X₁ X₂ ⋯ Xₙ` of a list of contour functions. -/
def chain : List (Contour A) → Contour A
  | [] => contourDelta
  | X :: l => langreth X (chain l)

/-- The collision term `(XY)^< - (YX)^<`. -/
def collision (X Y : Contour A) : A := (langreth X Y).les - (langreth Y X).les
```

## First hypothesis: `Ring A`

Physically, a ring means that convolution is associative and distributive, so that nested time integrals may be done in either order. Commutativity is not assumed. Concrete cases are matrices indexed by pairs of a grid time and an orbital, with a uniform time step absorbed into the entries, and orbital matrices at one fixed frequency in a steady state. For continuous times, convergence of the integrals is assumed by the choice of `A` and not derived.

By hand, associativity of the ring gives associativity of the Langreth product. The retarded and advanced parts are immediate, and for the lesser part
$$((XY)Z)^<=X^RY^RZ^<+(X^RY^<+X^<Y^A)Z^A,$$
$$(X(YZ))^<=X^R(Y^RZ^<+Y^<Z^A)+X^<Y^AZ^A$$
expand to the same three terms. In the proof `Contour.ext` splits the claim into components and `noncomm_ring` does the expansion without exchanging factors. If the product of components were not associative, the retarded parts $(X^RY^R)Z^R$ and $X^R(Y^RZ^R)$ would already differ.

```lean
/-- The Langreth product is associative. -/
theorem langreth_assoc (X Y Z : Contour A) :
    langreth (langreth X Y) Z = langreth X (langreth Y Z) := by
  apply Contour.ext <;> simp only [langreth] <;> noncomm_ring
```

The rule for the greater part uses distributivity alone. Inserting the definition,
$$X^RY^>+X^>Y^A=X^R(Y^<+Y^R-Y^A)+(X^<+X^R-X^A)Y^A .$$
The terms $\mp X^RY^A$ cancel, and what remains is $(XY)^<+(XY)^R-(XY)^A=(XY)^>$.

```lean
/-- The greater part of a product obeys the rule `(XY)^> = X^R Y^> + X^> Y^A`. -/
theorem gtr_langreth (X Y : Contour A) :
    (langreth X Y).gtr = X.ret * Y.gtr + X.gtr * Y.adv := by
  simp only [langreth, Contour.gtr]
  noncomm_ring
```

The lemma `chain_concat` says that a factor appended on the right multiplies the chain from the right. The induction uses the unit in its base case, where both sides reduce to $X$, and `langreth_assoc` in its step.

```lean
/-- Appending a factor to a chain multiplies the chain from the right by that factor. -/
theorem chain_concat (l : List (Contour A)) (X : Contour A) :
    chain (l ++ [X]) = langreth (chain l) X := by
  induction l with
  | nil => apply Contour.ext <;> simp [chain, langreth, contourDelta]
  | cons Y l ih => simp only [List.cons_append, chain, ih, langreth_assoc]
```

## Second hypothesis: a cyclic trace

The hypothesis `hτ` says that the additive map `τ` from `A` to an abelian group `B` satisfies $\tau(ab)=\tau(ba)$. It models a trace over every index that the product contracts. At fixed frequency this is the orbital trace; for two-time kernels it is the trace over orbitals and time together. The orbital trace at one fixed time is not cyclic for time convolution and is not covered.

By hand, insert the definition of the greater parts:
$$X^>Y^<-X^<Y^>=X^RY^<-X^AY^<-X^<Y^R+X^<Y^A,$$
the terms $X^<Y^<$ having cancelled. Comparing with $C=X^RY^<+X^<Y^A-Y^RX^<-Y^<X^A$ gives
$$C=(X^>Y^<-X^<Y^>)+[X^<,Y^R]+[X^A,Y^<].$$
A cyclic trace vanishes on both commutators, so $\tau(C)=\tau(X^>Y^<-X^<Y^>)$, a difference of two lesser–greater products as in the scattering-in and scattering-out terms of a kinetic equation. In the proof `hdec` is the decomposition, and `hτ` is used exactly twice, in `h1` and `h2`, once per commutator. No adjoint and no symmetry of $X$ or $Y$ appears in this theorem. Without cyclicity the statement fails: for the $2\times2$ example at the end, with $\tau$ the upper right matrix entry, the left side is $i$ and the right side is $0$.

```lean
/-- Under any additive cyclic trace the collision term has the same value as
`X^> Y^< - X^< Y^>`. -/
theorem trace_collision {B : Type*} [AddCommGroup B] (τ : A →+ B)
    (hτ : ∀ a b : A, τ (a * b) = τ (b * a)) (X Y : Contour A) :
    τ (collision X Y) = τ (X.gtr * Y.les - X.les * Y.gtr) := by
  -- the two expressions differ by two commutators
  have hdec : collision X Y = (X.gtr * Y.les - X.les * Y.gtr)
      + (X.les * Y.ret - Y.ret * X.les) + (X.adv * Y.les - Y.les * X.adv) := by
    simp only [collision, langreth, Contour.gtr]
    noncomm_ring
  have h1 : τ (X.les * Y.ret - Y.ret * X.les) = 0 := by
    rw [map_sub, hτ X.les Y.ret, sub_self]
  have h2 : τ (X.adv * Y.les - Y.les * X.adv) = 0 := by
    rw [map_sub, hτ X.adv Y.les, sub_self]
  rw [hdec, map_add, map_add, h1, h2, add_zero, add_zero]
```

## Third hypothesis: `StarRing A`

The operation `star` models the adjoint of a kernel, $(a^\dagger)_{ij}(t,t')=\overline{a_{ji}(t',t)}$, which exchanges times as well as orbitals. A star-ring supplies three properties:
$$(a+b)^\dagger=a^\dagger+b^\dagger,\qquad (ab)^\dagger=b^\dagger a^\dagger,\qquad a^{\dagger\dagger}=a .$$
Neither complex scalars in `A` nor a notion of positivity is assumed. The structure `IsPhysical`, the subject of the next section, is stated with this operation.

```lean
variable [StarRing A]

/-- The Hermitian symmetry of a contour function: `X^A = (X^R)†` and `(X^<)† = -X^<`. -/
structure IsPhysical (X : Contour A) : Prop where
  adv_eq : X.adv = star X.ret
  les_skew : star X.les = -X.les
```

The three components can be conjugated together. The contour adjoint `adj` is
$$X^\ddagger=\big((X^A)^\dagger,\ (X^R)^\dagger,\ -(X^<)^\dagger\big)$$
in the order retarded, advanced, lesser.

```lean
/-- The contour adjoint, with components `(X^A)†`, `(X^R)†` and `-(X^<)†`. -/
def adj (X : Contour A) : Contour A where
  ret := star X.adv
  adv := star X.ret
  les := -star X.les
```

It reverses products, $(XY)^\ddagger=Y^\ddagger X^\ddagger$, for arbitrary $X$ and $Y$. The retarded part of the left side is $(X^AY^A)^\dagger=(Y^A)^\dagger(X^A)^\dagger$, and the advanced part is the same with $R$ for $A$. For the lesser part,
$$-(X^RY^<+X^<Y^A)^\dagger=-(Y^<)^\dagger(X^R)^\dagger-(Y^A)^\dagger(X^<)^\dagger,$$
which equals $(Y^\ddagger)^R(X^\ddagger)^<+(Y^\ddagger)^<(X^\ddagger)^A$ term by term. The proof has the same three cases: `star_mul` is the order reversal, `star_add` the additivity, and `noncomm_ring` moves the signs.

```lean
/-- The contour adjoint reverses the order of a Langreth product. -/
theorem adj_langreth (X Y : Contour A) :
    adj (langreth X Y) = langreth (adj Y) (adj X) := by
  apply Contour.ext
  · simp only [adj, langreth, star_mul]
  · simp only [adj, langreth, star_mul]
  · simp only [adj, langreth, star_mul, star_add]
    noncomm_ring
```

Order reversal cannot be given up. Replace the adjoint on matrices by entrywise complex conjugation, which preserves order, and take real matrices $a,b$ with $ab\ne ba$. Put $X^R=X^A=a$, $X^<=0$, $Y^R=Y^A=0$, $Y^<=ib$. Both symmetry conditions hold for this conjugation, yet the conjugate of $(XY)^<$ is $-iab$ while $-(YX)^<=-iba$.

## Fourth hypothesis: `IsPhysical`

The field `adv_eq` is $X^A=(X^R)^\dagger$ and `les_skew` is $(X^<)^\dagger=-X^<$. In this text "physical" is short for these two conditions only. Causality and the positivity of spectral functions and occupations are not included, so a physical triple need not be the Green's function of any system. For a fermionic Green's function $G^<_{ij}(t,t')=i\langle c_j^\dagger(t')c_i(t)\rangle$, with a Hermitian density operator and unitary evolution, conjugation gives
$$\overline{G^<_{ji}(t',t)}=-i\langle c_j^\dagger(t')c_i(t)\rangle=-G^<_{ij}(t,t').$$
The same holds for $G^>$, so $G^>-G^<$ is anti-Hermitian. The adjoint of $G^R=\theta(t-t')(G^>-G^<)$ is then $-\theta(t'-t)(G^>-G^<)=G^A$. The convention fixed by `les_skew` is the factor $i$ in the lesser function. In Lean the symmetry is a hypothesis on $X$ and on $Y$; it is derived neither from a Hamiltonian nor from a Lehmann sum, and for an approximate self-energy it has to be checked separately.

The two conditions say together that $X^\ddagger=X$. In the forward direction the retarded component needs $a^{\dagger\dagger}=a$, which is `star_star`; the converse reads off the advanced and lesser components of the equation with `congrArg`.

```lean
/-- A contour function has the Hermitian symmetry exactly when it equals its contour adjoint. -/
theorem isPhysical_iff_adj_eq {X : Contour A} : IsPhysical X ↔ adj X = X := by
  constructor
  · rintro ⟨h1, h2⟩
    apply Contour.ext
    · show star X.adv = X.ret
      rw [h1, star_star]
    · show star X.ret = X.adv
      exact h1.symm
    · show -star X.les = X.les
      rw [h2, neg_neg]
  · intro h
    have h1 : star X.ret = X.adv := congrArg Contour.adv h
    have h2 : -star X.les = X.les := congrArg Contour.les h
    exact ⟨h1.symm, neg_eq_iff_eq_neg.mp h2⟩
```

The main identity uses each of the four conditions once. For the first term,
$$(X^RY^<)^\dagger=(Y^<)^\dagger(X^R)^\dagger=-Y^<X^A,$$
by `hY.les_skew` and `hX.adv_eq`. For the second,
$$(X^<Y^A)^\dagger=(Y^A)^\dagger(X^<)^\dagger=-Y^RX^<,$$
by `hY.adv_eq` with $a^{\dagger\dagger}=a$, and `hX.les_skew`. The sum is $-(Y^RX^<+Y^<X^A)=-(YX)^<$. The `simp only` call performs these substitutions, writing each advanced part as the star of the retarded one, and `noncomm_ring` collects the signs and reorders the two summands.

```lean
/-- For `X`, `Y` with the Hermitian symmetry, `((XY)^<)† = -(YX)^<`. -/
theorem star_les_langreth {X Y : Contour A} (hX : IsPhysical X) (hY : IsPhysical Y) :
    star (langreth X Y).les = -(langreth Y X).les := by
  -- `(X^R Y^<)† = -Y^< X^A` and `(X^< Y^A)† = -Y^R X^<`
  simp only [langreth, star_add, star_mul, hX.adv_eq, hY.adv_eq, hX.les_skew, hY.les_skew,
    star_star]
  noncomm_ring
```

Applying the identity to both orders gives
$$C^\dagger=-(YX)^<+(XY)^<=C .$$
`IsSelfAdjoint` of an element $c$ means `star` of $c$ equals $c$, as the `change` line spells out. The two rewrites with `star_les_langreth hX hY` and `star_les_langreth hY hX` are the two orders, and `abel` rearranges the difference.

```lean
/-- For `X`, `Y` with the Hermitian symmetry, the collision term `(XY)^< - (YX)^<` is
self-adjoint. -/
theorem collision_isSelfAdjoint {X Y : Contour A} (hX : IsPhysical X) (hY : IsPhysical Y) :
    IsSelfAdjoint (collision X Y) := by
  change star ((langreth X Y).les - (langreth Y X).les)
    = (langreth X Y).les - (langreth Y X).les
  -- the adjoint exchanges the two terms and flips both signs
  rw [star_sub, star_les_langreth hX hY, star_les_langreth hY hX]
  abel
```

Each condition is needed, already for $A=\mathbb C$ with complex conjugation. Write triples as $(R,A,<)$. Dropping `les_skew` for $X$, take $X=(-i,i,1)$ and $Y=(-i,i,0)$: then $(XY)^<=i$, $(YX)^<=-i$ and $C=2i$, which is not real. Dropping `adv_eq` for $X$, take $X=(1,0,0)$ and $Y=(0,0,i)$: then $(XY)^<=i$, $(YX)^<=0$ and $C=i$. Exchanging the roles of $X$ and $Y$ changes the sign of $C$ and covers the conditions on $Y$.

The symmetry does not in general pass to products. For physical $X$ and $Y$, $(XY)^\ddagger=Y^\ddagger X^\ddagger=YX$, so $XY$ is physical exactly when $YX=XY$ in all three components. The proof is this chain of rewrites, closed by `eq_comm`. A commutative `A` does not make the Langreth product commutative: $X=(-i,i,0)$ and $Y=(0,0,i)$ in $\mathbb C$ are both physical and have $C=2$.

```lean
/-- For `X`, `Y` with the Hermitian symmetry, the product `XY` has the symmetry exactly when
`XY = YX`. -/
theorem isPhysical_langreth_iff {X Y : Contour A} (hX : IsPhysical X) (hY : IsPhysical Y) :
    IsPhysical (langreth X Y) ↔ langreth X Y = langreth Y X := by
  rw [isPhysical_iff_adj_eq, adj_langreth, isPhysical_iff_adj_eq.mp hX,
    isPhysical_iff_adj_eq.mp hY]
  exact eq_comm
```

For a chain the hypothesis `h` asks that every factor in the list be physical, and the conclusion is
$$\big((X_1\cdots X_n)^<\big)^\dagger=-(X_n\cdots X_1)^<,\qquad \big((X_1\cdots X_n)^R\big)^\dagger=(X_n\cdots X_1)^A$$
for any $n$, including the empty list. By hand, $(X_1\cdots X_n)^\ddagger=(X_2\cdots X_n)^\ddagger X_1^\ddagger=(X_n\cdots X_2)X_1$ by induction. This is `key`: `adj_langreth` reverses the outer product, `hm'` is the induction hypothesis, `hX` uses the symmetry of the first factor, and `chain_concat` identifies the result with the reversed chain, which is where associativity enters. The lesser and advanced components of `key` are the two claims. A single factor with $X^<=1$ in $\mathbb C$ shows that the first claim fails without `h`.

```lean
/-- For a chain of factors with the Hermitian symmetry, `((X₁⋯Xₙ)^<)† = -(Xₙ⋯X₁)^<` and
`((X₁⋯Xₙ)^R)† = (Xₙ⋯X₁)^A`. -/
theorem star_chain (l : List (Contour A)) (h : ∀ X ∈ l, IsPhysical X) :
    star (chain l).les = -(chain l.reverse).les ∧
      star (chain l).ret = (chain l.reverse).adv := by
  -- the contour adjoint of a chain is the reversed chain
  have key : ∀ m : List (Contour A), (∀ X ∈ m, IsPhysical X) →
      adj (chain m) = chain m.reverse := by
    intro m
    induction m with
    | nil =>
      intro _
      apply Contour.ext <;> simp [adj, chain, contourDelta]
    | cons X m ih =>
      intro hm
      have e : chain (X :: m) = langreth X (chain m) := rfl
      have hX : adj X = X := isPhysical_iff_adj_eq.mp (hm X (by simp))
      have hm' := ih (fun Y hY => hm Y (List.mem_cons_of_mem _ hY))
      rw [List.reverse_cons, chain_concat, e, adj_langreth, hm', hX]
  have h1 : -star (chain l).les = (chain l.reverse).les := congrArg Contour.les (key l h)
  have h2 : star (chain l).ret = (chain l.reverse).adv := congrArg Contour.adv (key l h)
  exact ⟨neg_eq_iff_eq_neg.mp h1, h2⟩
```

## Fifth hypothesis: finite complex matrices

Taking `A` to be `Matrix n n ℂ` over a finite index type makes `star` the conjugate transpose and supplies a cyclic trace. The theorem states that
$$\operatorname{Tr}C=\operatorname{Tr}(X^>Y^<-X^<Y^>)$$
and that this number has zero imaginary part. At fixed frequency in a steady state with finitely many orbitals, traces of this form, with a lead self-energy for $X$ and the Green's function for $Y$, appear as integrands of particle currents; the frequency integral is not modelled.

The equality `h` is `trace_collision` with `Matrix.trace_mul_comm` supplying cyclicity, and it uses neither `hX` nor `hY`. Reality does use them: `hs` is $C^\dagger=C$, and `h3` is the computation $\overline{\operatorname{Tr}C}=\operatorname{Tr}C^\dagger=\operatorname{Tr}C$. The scalar example with $C=2i$, read as a $1\times1$ matrix, shows that reality is lost without the symmetry. Nothing is said about the sign of the trace, and operators on infinite-dimensional spaces are not treated by this theorem.

```lean
/-- For complex matrix-valued `X`, `Y` with the Hermitian symmetry, the trace of the collision
term equals `Tr (X^> Y^< - X^< Y^>)`, and this number is real. -/
theorem matrix_trace_collision_real {n : Type*} [Fintype n] [DecidableEq n]
    {X Y : Contour (Matrix n n ℂ)} (hX : IsPhysical X) (hY : IsPhysical Y) :
    Matrix.trace (collision X Y) = Matrix.trace (X.gtr * Y.les - X.les * Y.gtr) ∧
      (Matrix.trace (X.gtr * Y.les - X.les * Y.gtr)).im = 0 := by
  have h : Matrix.trace (collision X Y) = Matrix.trace (X.gtr * Y.les - X.les * Y.gtr) :=
    trace_collision
      (AddMonoidHom.mk' (Matrix.trace : Matrix n n ℂ → ℂ) (fun a b => Matrix.trace_add a b))
      (fun a b => Matrix.trace_mul_comm a b) X Y
  -- a Hermitian matrix has a real trace
  have hs : (collision X Y)ᴴ = collision X Y := collision_isSelfAdjoint hX hY
  have h3 : star (Matrix.trace (collision X Y)) = Matrix.trace (collision X Y) := by
    rw [← Matrix.trace_conjTranspose, hs]
  refine ⟨h, ?_⟩
  rw [← h]
  exact Complex.conj_eq_iff_im.mp h3
```

## An example with non-zero collision term

The function `witX` has $X^R=\begin{pmatrix}-i&1\\1&-i\end{pmatrix}$, $X^A=(X^R)^\dagger$ and $X^<=\operatorname{diag}(i,0)$.

```lean
/-- A two-orbital contour function with non-diagonal retarded part and lesser weight on the
first orbital. -/
noncomputable def witX : Contour (Matrix (Fin 2) (Fin 2) ℂ) where
  ret := !![-Complex.I, 1; 1, -Complex.I]
  adv := !![Complex.I, 1; 1, Complex.I]
  les := !![Complex.I, 0; 0, 0]
```

The function `witY` has $Y^R=-i\,\mathbb 1$, $Y^A=i\,\mathbb 1$ and $Y^<=\operatorname{diag}(0,i)$. The matrices are chosen for simple arithmetic and are not derived from a Hamiltonian.

```lean
/-- A two-orbital diagonal contour function with lesser weight on the second orbital. -/
noncomputable def witY : Contour (Matrix (Fin 2) (Fin 2) ℂ) where
  ret := !![-Complex.I, 0; 0, -Complex.I]
  adv := !![Complex.I, 0; 0, Complex.I]
  les := !![0, 0; 0, Complex.I]
```

Multiplying out,
$$(XY)^<=\begin{pmatrix}0&i\\0&1\end{pmatrix}+\begin{pmatrix}-1&0\\0&0\end{pmatrix}=\begin{pmatrix}-1&i\\0&1\end{pmatrix},$$
$$(YX)^<=\begin{pmatrix}1&0\\0&0\end{pmatrix}+\begin{pmatrix}0&0\\i&-1\end{pmatrix}=\begin{pmatrix}1&0\\i&-1\end{pmatrix},$$
and the difference is $C=\begin{pmatrix}-2&i\\-i&2\end{pmatrix}$. The theorem states that both functions are physical and that $C$ has this value; `fin_cases` runs through the four entries for each of the five matrix equations. In this example $(XY)^<$ alone is neither Hermitian nor anti-Hermitian. Also $X^>=\operatorname{diag}(-i,-2i)$ and $Y^>=\operatorname{diag}(-2i,-i)$, so $X^>Y^<-X^<Y^>=\operatorname{diag}(-2,2)$. This matrix has the trace of $C$ but lacks its off-diagonal entries, which come from the commutator $[X^A,Y^<]$.

```lean
/-- The functions `witX` and `witY` have the Hermitian symmetry, and their collision term is the
matrix with rows `(-2, i)` and `(-i, 2)`. -/
theorem collision_witness :
    IsPhysical witX ∧ IsPhysical witY ∧
      collision witX witY = !![-2, Complex.I; -Complex.I, 2] := by
  refine ⟨⟨?_, ?_⟩, ⟨?_, ?_⟩, ?_⟩
  · ext i j
    fin_cases i <;> fin_cases j <;> simp [witX, Matrix.star_apply]
  · ext i j
    fin_cases i <;> fin_cases j <;> simp [witX, Matrix.star_apply]
  · ext i j
    fin_cases i <;> fin_cases j <;> simp [witY, Matrix.star_apply]
  · ext i j
    fin_cases i <;> fin_cases j <;> simp [witY, Matrix.star_apply]
  · have e : collision witX witY = witX.ret * witY.les + witX.les * witY.adv
        - (witY.ret * witX.les + witY.les * witX.adv) := rfl
    rw [e]
    ext i j
    fin_cases i <;> fin_cases j <;>
      simp [witX, witY, Complex.ext_iff] <;> norm_num

end LangrethRules
```

```lean
#print axioms LangrethRules.collision_isSelfAdjoint
-- 'LangrethRules.collision_isSelfAdjoint' depends on axioms: [propext, Classical.choice, Quot.sound]
#print axioms LangrethRules.isPhysical_langreth_iff
-- 'LangrethRules.isPhysical_langreth_iff' depends on axioms: [propext]
#print axioms LangrethRules.star_chain
-- 'LangrethRules.star_chain' depends on axioms: [propext, Quot.sound]
#print axioms LangrethRules.matrix_trace_collision_real
-- 'LangrethRules.matrix_trace_collision_real' depends on axioms: [propext, Classical.choice, Quot.sound]
```
